# The Gaussian mean of a product of three Hermite polynomials

The matrix elements of a power of the coordinate between harmonic-oscillator states can be written with Gaussian means of three Hermite polynomials. Expanded in monomials, such a mean is an alternating sum that can hide its own zeros: for orders 4, 1, 1 it is the mean of $x^6-6x^4+3x^2$, which is $15-18+3=0$. A closed formula gives the zeros and the values directly from the three orders.

Write $E$ for the mean over one Gaussian variable $x$ of mean zero and variance one, and $He_n$ for the Hermite polynomials that are orthogonal under $E$ and have leading coefficient 1, so $He_2=x^2-1$ (not the physicists' $H_n$). If $l+m+n=2s$ with $l,m,n\le s$, then

$$E(He_l\,He_m\,He_n)=\frac{l!\,m!\,n!}{(s-l)!\,(s-m)!\,(s-n)!},$$

and if no such integer $s$ exists, the mean is zero.

In Lean 4 with Mathlib:

```lean
import Mathlib

open Polynomial MeasureTheory
open scoped Nat

namespace TripleWickCorrelator

noncomputable section
```

## The mean and the Wick powers

The weight $e^{-x^2/2}$ makes every monomial integrable, and sums of integrable functions are integrable. The induction below runs over exactly these two cases.

```lean
/-- Every real polynomial is integrable against the Gaussian weight `exp (-x²/2)`. -/
theorem integrable_weighted (p : ℝ[X]) :
    Integrable (fun x : ℝ => p.eval x * Real.exp (-(1 / 2) * x ^ 2)) := by
  refine Polynomial.induction_on' p (fun p q hp hq => ?_) (fun n a => ?_)
  · have h : Integrable (fun x : ℝ => p.eval x * Real.exp (-(1 / 2) * x ^ 2)
        + q.eval x * Real.exp (-(1 / 2) * x ^ 2)) := hp.add hq
    simpa only [eval_add, add_mul] using h
  · have hn : (-1 : ℝ) < (n : ℝ) := lt_of_lt_of_le (by norm_num) n.cast_nonneg
    have h := (integrable_rpow_mul_exp_neg_mul_sq (b := 1 / 2) (by norm_num) hn).const_mul a
    convert h using 1
    funext x
    simp only [eval_monomial, Real.rpow_natCast, mul_assoc]
```

The mean is therefore a linear functional on real polynomials, the type `ℝ[X]`:

$$E(p)=\frac{1}{\sqrt{2\pi}}\int p(x)\,e^{-x^2/2}\,dx .$$

```lean
/-- The standard Gaussian mean of a real polynomial, `(2π)^(-1/2) ∫ p(x) exp (-x²/2) dx`,
as a linear functional. -/
def gaussMean : ℝ[X] →ₗ[ℝ] ℝ where
  toFun p := (Real.sqrt (2 * Real.pi))⁻¹ * ∫ x : ℝ, p.eval x * Real.exp (-(1 / 2) * x ^ 2)
  map_add' p q := by
    have h := integral_add (integrable_weighted p) (integrable_weighted q)
    simp only [eval_add, add_mul]
    rw [h]
    ring
  map_smul' c p := by
    simp only [eval_smul, smul_eq_mul, mul_assoc, integral_const_mul, RingHom.id_apply]
    ring
```

The Wick powers start from $He_0=1$ and grow by $He_{n+1}=x\,He_n-He_n'$.

```lean
/-- The Wick powers (probabilists' Hermite polynomials), built from `1` by the creation
rule `He (n+1) = X He n - (He n)'`. -/
def He : ℕ → ℝ[X]
  | 0 => 1
  | n + 1 => X * He n - derivative (He n)
```

The quantity to compute is $T(l,m,n)=E(He_l He_m He_n)$. Each factor is a vertex, and its order is the number of its legs.

```lean
/-- The three-point correlator of Wick powers of orders `l`, `m`, `n`. -/
def threePoint (l m n : ℕ) : ℝ := gaussMean (He l * He m * He n)
```

The Gaussian integral $\int e^{-x^2/2}dx=\sqrt{2\pi}$ gives $E(1)=1$.

```lean
/-- The Gaussian mean is normalised. -/
theorem gaussMean_one : gaussMean 1 = 1 := by
  change (Real.sqrt (2 * Real.pi))⁻¹ *
    ∫ x : ℝ, (1 : ℝ[X]).eval x * Real.exp (-(1 / 2) * x ^ 2) = 1
  simp only [eval_one, one_mul, integral_gaussian]
  rw [show Real.pi / (1 / 2) = 2 * Real.pi by ring]
  exact inv_mul_cancel₀ (by positivity)
```

## Contracting one leg

Since $(p\,e^{-x^2/2})'=(p'-xp)\,e^{-x^2/2}$ and the integral of this total derivative vanishes, $E(xp)=E(p')$.

```lean
/-- Gaussian integration by parts: a factor `X` under the mean acts as a derivative on
the rest. -/
theorem gaussMean_X_mul (p : ℝ[X]) : gaussMean (X * p) = gaussMean (derivative p) := by
  have hd : ∀ x : ℝ, HasDerivAt (fun y : ℝ => p.eval y * Real.exp (-(1 / 2) * y ^ 2))
      ((derivative p).eval x * Real.exp (-(1 / 2) * x ^ 2)
        - (X * p).eval x * Real.exp (-(1 / 2) * x ^ 2)) x := by
    intro x
    have hg : HasDerivAt (fun y : ℝ => -(1 / 2) * y ^ 2) (-x) x := by
      refine ((hasDerivAt_pow 2 x).const_mul (-(1 / 2 : ℝ))).congr_deriv ?_
      change -(1 / 2 : ℝ) * (((2 : ℕ) : ℝ) * x ^ 1) = -x
      push_cast
      ring
    refine ((p.hasDerivAt x).fun_mul hg.exp).congr_deriv ?_
    simp only [eval_mul, eval_X]
    ring
  -- the integral of a total derivative vanishes
  have h0 := integral_eq_zero_of_hasDerivAt_of_integrable hd
    ((integrable_weighted (derivative p)).sub (integrable_weighted (X * p)))
    (integrable_weighted p)
  rw [integral_sub (integrable_weighted (derivative p)) (integrable_weighted (X * p))] at h0
  exact congrArg (fun t => (Real.sqrt (2 * Real.pi))⁻¹ * t) (sub_eq_zero.mp h0).symm
```

Next, $He_n'=n\,He_{n-1}$. If this holds at order $k+1$, then

$$He_{k+2}'=He_{k+1}+(k+1)(x\,He_k-He_k')=(k+2)\,He_{k+1}.$$

The induction starts at order 1, where $He_1'=1=He_0$. At $n=0$ both sides are zero, the left because $He_0$ is constant and the right because of the factor $n$.

```lean
/-- Differentiation lowers a Wick power: `(He n)' = n He (n-1)`, which is zero for `n = 0`. -/
theorem derivative_He (n : ℕ) : derivative (He n) = (n : ℝ) • He (n - 1) := by
  have hs : ∀ k, He (k + 1) = X * He k - derivative (He k) := fun _ => rfl
  have key : ∀ k : ℕ, derivative (He (k + 1)) = ((k : ℝ) + 1) • He k := by
    intro k
    induction k with
    | zero => simp [He]
    | succ k ih =>
      rw [hs (k + 1), derivative_sub, derivative_mul, derivative_X, ih, derivative_smul, hs k]
      simp only [smul_eq_C_mul, Nat.cast_add, Nat.cast_one, map_add, map_one]
      ring
  cases n with
  | zero => simp [He]
  | succ k => simpa using key k
```

Put $He_{l+1}=x\,He_l-He_l'$ into the mean and integrate by parts. The term with $He_l'$ cancels, leaving

$$T(l+1,m,n)=m\,T(l,m-1,n)+n\,T(l,m,n-1).$$

```lean
/-- Wick contraction: one leg of the first vertex is joined to any of the `m` legs of the
second or the `n` legs of the third. -/
theorem threePoint_succ (l m n : ℕ) : threePoint (l + 1) m n =
    m * threePoint l (m - 1) n + n * threePoint l m (n - 1) := by
  have h := gaussMean_X_mul (He l * (He m * He n))
  rw [derivative_mul, map_add] at h
  have e : He (l + 1) * He m * He n =
      X * (He l * (He m * He n)) - derivative (He l) * (He m * He n) := by
    rw [show He (l + 1) = X * He l - derivative (He l) from rfl]
    ring
  have d : He l * derivative (He m * He n) =
      (m : ℝ) • (He l * He (m - 1) * He n) + (n : ℝ) • (He l * He m * He (n - 1)) := by
    rw [derivative_mul, derivative_He, derivative_He]
    simp only [smul_eq_C_mul]
    ring
  unfold threePoint
  rw [e, map_sub, h, d, map_add, map_smul, map_smul, smul_eq_mul, smul_eq_mul]
  ring
```

## Where the correlator vanishes

Call a triple allowed if the required $s$ exists. If either triple on the right is allowed with $s$, the one on the left is allowed with $s+1$. A forbidden triple thus produces only forbidden triples, or terms with coefficient zero, and induction gives $T=0$. When the first order is 0, symmetry brings a nonzero order to the front; `omega` checks the inequalities.

```lean
/-- The correlator vanishes unless `l + m + n = 2s` for some `s` that none of the three
orders exceeds. -/
theorem threePoint_eq_zero (l m n : ℕ)
    (h : ¬ ∃ s, l + m + n = 2 * s ∧ l ≤ s ∧ m ≤ s ∧ n ≤ s) : threePoint l m n = 0 := by
  have swap : ∀ i j k, threePoint i j k = threePoint j i k :=
    fun i j k => congrArg gaussMean (by ring)
  induction l generalizing m n with
  | zero =>
    induction m generalizing n with
    | zero =>
      cases n with
      | zero => exact absurd ⟨0, by simp⟩ h
      | succ n =>
        have e : threePoint 0 0 (n + 1) = threePoint (n + 1) 0 0 :=
          congrArg gaussMean (by ring)
        rw [e, threePoint_succ]
        simp
    | succ m ih =>
      rw [swap 0 (m + 1) n, threePoint_succ]
      cases n with
      | zero => simp
      | succ n =>
        rw [show n + 1 - 1 = n from rfl, swap m 0 n,
          ih n (fun ⟨s, hs⟩ => h ⟨s + 1, by omega⟩)]
        simp
  | succ l ih =>
    -- a contraction of a forbidden triple is again forbidden
    have h1 : (m : ℝ) * threePoint l (m - 1) n = 0 := by
      cases m with
      | zero => simp
      | succ m =>
        rw [show m + 1 - 1 = m from rfl, ih m n (fun ⟨s, hs⟩ => h ⟨s + 1, by omega⟩), mul_zero]
    have h2 : (n : ℝ) * threePoint l m (n - 1) = 0 := by
      cases n with
      | zero => simp
      | succ n =>
        rw [show n + 1 - 1 = n from rfl, ih m n (fun ⟨s, hs⟩ => h ⟨s + 1, by omega⟩), mul_zero]
    rw [threePoint_succ, h1, h2, add_zero]
```

## Counting lines

When one order is the sum of the other two, $T(b,a,a+b)=(a+b)!$. For $b=0$, symmetry and the recursion give $T(0,a+1,a+1)=(a+1)\,T(0,a,a)$, starting from $T(0,0,0)=E(1)=1$. Raising $b$ by one gives

$$T(b+1,a,a+b+1)=a\,T(b,a-1,a+b+1)+(a+b+1)\,T(b,a,a+b),$$

where the first term is zero because its last order exceeds the sum of the others.

```lean
/-- The extremal correlator, in which the highest order is the sum of the other two,
equals the factorial of the highest order. -/
theorem threePoint_extremal (a b : ℕ) : threePoint b a (a + b) = ((a + b)! : ℝ) := by
  have swap : ∀ i j k, threePoint i j k = threePoint j i k :=
    fun i j k => congrArg gaussMean (by ring)
  induction b with
  | zero =>
    induction a with
    | zero => simp [threePoint, He, gaussMean_one]
    | succ a ih =>
      simp only [add_zero] at ih ⊢
      rw [swap 0 (a + 1), threePoint_succ, show a + 1 - 1 = a from rfl, swap a 0 a, ih,
        Nat.factorial_succ]
      push_cast
      ring
  | succ b ih =>
    have h0 : (a : ℝ) * threePoint b (a - 1) (a + b + 1) = 0 := by
      cases a with
      | zero => simp
      | succ a =>
        rw [threePoint_eq_zero, mul_zero]
        rintro ⟨s, hs⟩
        omega
    rw [← add_assoc a b 1, threePoint_succ, h0, show a + b + 1 - 1 = a + b from rfl, ih,
      Nat.factorial_succ]
    push_cast
    ring
```

In general let $a,b,c$ be the numbers of lines joining the pairs of vertices, so the orders are $b+c$, $a+c$, $a+b$. The claim is

$$T\,a!\,b!\,c!=(b+c)!\,(a+c)!\,(a+b)!.$$

The cases $b=0$ and $c=0$ are extremal. For $b+1$ and $c+1$, the recursion leads to line numbers $(a,b+1,c)$ and $(a,b,c+1)$. Inserting their values gives a common factor times $(c+1)+(b+1)=b+c+2$, which completes $(b+c+2)!$. `linear_combination` performs this sum without division.

```lean
/-- The correlator in terms of the numbers `a`, `b`, `c` of lines joining the pairs of
vertices, the vertices having orders `b + c`, `a + c` and `a + b`. -/
theorem threePoint_lines (a b c : ℕ) :
    threePoint (b + c) (a + c) (a + b) * ((a ! : ℝ) * (b ! : ℝ) * (c ! : ℝ)) =
      ((b + c)! : ℝ) * ((a + c)! : ℝ) * ((a + b)! : ℝ) := by
  have fs : ∀ k : ℕ, ((k + 1)! : ℝ) = ((k : ℝ) + 1) * (k ! : ℝ) := by
    intro k
    rw [Nat.factorial_succ]
    push_cast
    ring
  induction b generalizing c with
  | zero =>
    have e : threePoint (0 + c) (a + c) (a + 0) = threePoint c a (a + c) := by
      simp only [zero_add, add_zero]
      exact congrArg gaussMean (by ring)
    rw [e, threePoint_extremal]
    simp only [zero_add, add_zero, Nat.factorial_zero, Nat.cast_one]
    ring
  | succ b ihb =>
    induction c with
    | zero =>
      simp only [add_zero, threePoint_extremal a (b + 1), Nat.factorial_zero, Nat.cast_one]
      ring
    | succ c ihc =>
      have h1 := ihc
      have h2 := ihb (c + 1)
      -- contracting one leg removes one line of either kind
      have e : threePoint (b + 1 + (c + 1)) (a + (c + 1)) (a + (b + 1)) =
          ((a : ℝ) + c + 1) * threePoint (b + 1 + c) (a + c) (a + (b + 1)) +
          ((a : ℝ) + b + 1) * threePoint (b + (c + 1)) (a + (c + 1)) (a + b) := by
        rw [show b + (c + 1) = b + 1 + c by omega]
        refine (threePoint_succ (b + 1 + c) (a + (c + 1)) (a + (b + 1))).trans ?_
        rw [show a + (c + 1) - 1 = a + c from rfl, show a + (b + 1) - 1 = a + b from rfl]
        push_cast
        ring
      have f3 : ((a + (c + 1))! : ℝ) = ((a : ℝ) + c + 1) * ((a + c)! : ℝ) := by
        rw [← add_assoc a c 1, fs]
        push_cast
        ring
      have f4 : ((a + (b + 1))! : ℝ) = ((a : ℝ) + b + 1) * ((a + b)! : ℝ) := by
        rw [← add_assoc a b 1, fs]
        push_cast
        ring
      have f5 : ((b + 1 + (c + 1))! : ℝ) = ((b : ℝ) + c + 2) * ((b + 1 + c)! : ℝ) := by
        rw [← add_assoc (b + 1) c 1, fs]
        push_cast
        ring
      have f6 : ((b + (c + 1))! : ℝ) = ((b + 1 + c)! : ℝ) := by
        rw [show b + (c + 1) = b + 1 + c by omega]
      rw [fs b, f4] at h1
      rw [fs c, f3, f6] at h2
      rw [e, fs b, fs c, f3, f4, f5]
      linear_combination ((a : ℝ) + c + 1) * ((c : ℝ) + 1) * h1 +
        ((a : ℝ) + b + 1) * ((b : ℝ) + 1) * h2
```

Setting $a=s-l$, $b=s-m$, $c=s-n$ recovers the orders and gives the formula. The theorem holds for all natural numbers `l`, `m`, `n`; its first half takes any `s` meeting the conditions, its second assumes that none exists.

```lean
/-- Triple Wick-power correlator: if `l + m + n = 2s` with `l, m, n ≤ s`, the Gaussian mean
of `He l * He m * He n` is `l! m! n! / ((s-l)! (s-m)! (s-n)!)`; if there is no such `s`,
it is zero. -/
theorem triple_wick_correlator (l m n : ℕ) :
    (∀ s, l + m + n = 2 * s → l ≤ s → m ≤ s → n ≤ s →
      gaussMean (He l * He m * He n) =
        ((l ! : ℝ) * (m ! : ℝ) * (n ! : ℝ)) /
          (((s - l)! : ℝ) * ((s - m)! : ℝ) * ((s - n)! : ℝ))) ∧
    ((¬ ∃ s, l + m + n = 2 * s ∧ l ≤ s ∧ m ≤ s ∧ n ≤ s) →
      gaussMean (He l * He m * He n) = 0) := by
  refine ⟨fun s h hl hm hn => ?_, threePoint_eq_zero l m n⟩
  -- the numbers of lines are `s - l`, `s - m`, `s - n`
  have key := threePoint_lines (s - l) (s - m) (s - n)
  rw [show s - m + (s - n) = l by omega, show s - l + (s - n) = m by omega,
    show s - l + (s - m) = n by omega] at key
  rw [eq_div_iff (by positivity)]
  exact key
```

Every factorial is positive, so the correlator is nonzero exactly for allowed triples.

```lean
/-- Selection rule: the correlator is nonzero exactly when `l + m + n = 2s` for some `s`
that none of the three orders exceeds. -/
theorem threePoint_ne_zero_iff (l m n : ℕ) :
    threePoint l m n ≠ 0 ↔ ∃ s, l + m + n = 2 * s ∧ l ≤ s ∧ m ≤ s ∧ n ≤ s := by
  constructor
  · intro h
    by_contra hc
    exact h (threePoint_eq_zero l m n hc)
  · rintro ⟨s, h, hl, hm, hn⟩
    have e : threePoint l m n = _ := (triple_wick_correlator l m n).1 s h hl hm hn
    rw [e]
    positivity

end

end TripleWickCorrelator
```

```lean
#print axioms TripleWickCorrelator.gaussMean_X_mul
#print axioms TripleWickCorrelator.threePoint_ne_zero_iff
```

```
'TripleWickCorrelator.gaussMean_X_mul' depends on axioms: [propext, Classical.choice, Quot.sound]
'TripleWickCorrelator.threePoint_ne_zero_iff' depends on axioms: [propext, Classical.choice, Quot.sound]
```

## A cubic matrix element

For a single harmonic oscillator, with $x$ scaled to unit variance in the ground state, take the normalised eigenstates with wavefunctions $(2\pi)^{-1/4}\,He_n(x)\,e^{-x^2/4}/\sqrt{n!}$, which fixes their phases. Then $\langle l|He_m(x)|n\rangle=T(l,m,n)/\sqrt{l!\,n!}$. This identification with oscillator states is the physical input; the theorems concern only the Gaussian integral.

For a cubic perturbation, write $x^3=He_3+3He_1$. Then $T(1,3,2)=6$ and $T(1,1,2)=2$, so

$$\langle 1|x^3|2\rangle=\frac{6+3\cdot 2}{\sqrt 2}=6\sqrt 2 .$$

If the three polynomials are taken in different, correlated Gaussian variables, such as the values of a Gaussian random field at different points, the mean in general depends on their covariances as well; that case is not treated here.
